# One stable transition with exchange integral $K$ and unscreened coupling: the full singlet-triplet gap lies between the Tamm-Dancoff value $2K$ and $2\sqrt2\,K$

An exciton built from one orbital transition comes as a singlet and as a triplet, and the Tamm-Dancoff approximation changes the energy gap between them by dropping the coupling between excitation and de-excitation. To say by how much, one must fix how that coupling depends on spin. Here a single exchange integral $K$ sets it for both spins.

Take a closed-shell ground state with one real doubly occupied orbital $o$ and one real empty orbital $v$. The number $K=(ov|ov)$ is the Coulomb self-repulsion of the transition density $\phi_o\phi_v$, so it is positive for a nonzero density. Let $A$ be the resonant element of the Bethe-Salpeter problem and $B$ the coupling to de-excitation. The triplet has $A=a$, where $a$ is the orbital energy difference minus the screened electron-hole attraction. The letter $a$ denotes an energy throughout, not an orbital index. The singlet has $A=a+2K$, because the electron-hole exchange acts only on the singlet.

In the coupling, exchange contributes $2K$ to the singlet, and the attraction contributes the negative of a second integral over $\phi_o\phi_v$ to both spins. With the bare Coulomb interaction that integral is again $K$, which gives

$$B_T=-K,\qquad B_S=2K-K=K .$$

The usual Bethe-Salpeter kernel screens this second integral, and a real spectrum mixes many transitions. The step from such a spectrum to one transition with an unscreened coupling is an assumption of the model. The result depends on it: if screening removed the second integral altogether, the couplings would be $B_T=0$ and $B_S=2K$, and the full gap would lie below $2K$. The remaining condition, $a>K$, says that the triplet is stable, so that its excitation energy is real and positive.

## The gap as a function of $a$

The excitation energies are the positive eigenvalues $w$ of

$$\begin{pmatrix}A&B\\-B&-A\end{pmatrix},\qquad (A-w)(-A-w)+B^2=0,$$

so $w=\sqrt{A^2-B^2}$. In the Tamm-Dancoff approximation $B=0$ and $w=A$, and the gap is $(a+2K)-a=2K$ for every $a$.

For the full problem put $q=a+K$ and $x=2K/q$. The singlet energy $S$ and the triplet energy $T$ satisfy

$$S^2=(a+2K)^2-K^2=q(q+2K)=q^2(1+x),$$
$$T^2=a^2-K^2=q(q-2K)=q^2(1-x).$$

Hence $S^2+T^2=2q^2$ and $ST=q^2r$ with $r=\sqrt{1-x^2}$. The squared gap is

$$(S-T)^2=2q^2(1-r)=\frac{2q^2(1-r^2)}{1+r}=\frac{2q^2x^2}{1+r}=\frac{8K^2}{1+r}.$$

Since $0<K<a$, we have $0<x<1$ and so $0<r<1$. The squared gap therefore lies strictly between $4K^2$ and $8K^2$, and the gap between $2K$ and $2\sqrt2\,K$. As $a$ grows, $x$ falls, $r$ rises and the gap falls. For $a\to\infty$ we have $r\to1$ and the gap tends to $2K$. For $a\to K$ from above we have $r\to0$ and it tends to $2\sqrt2\,K$. The gap is continuous in $a$, so it takes every value in between.

The sign of the difference has a simple origin. The coupling lowers each energy by $A-\sqrt{A^2-B^2}=B^2/(A+\sqrt{A^2-B^2})$. Both spins have the same $B^2$, and the triplet has the smaller $A$, so it is lowered more. In this one-transition model, Tamm-Dancoff thus underestimates the full singlet-triplet gap, most strongly near a triplet instability.

**A numerical instance.** Let $K=2$ and $a=3$ in some unit of energy. The singlet has $A=7$, $B=2$ and energy $\sqrt{45}=3\sqrt5$. The triplet has $A=3$, $B=-2$ and energy $\sqrt5$. The gap is $2\sqrt5\approx4.47$, against $4$ in Tamm-Dancoff and an upper bound of $4\sqrt2\approx5.66$. The closed form agrees: $x=4/5$, $r=3/5$ and $32/(8/5)=20$.

**The limiting case.** At $a=K$ the triplet energy is zero, and the gap is the singlet energy alone, $\sqrt{9K^2-K^2}=2\sqrt2\,K$.

## Matrix, energies and gaps in Lean

```lean
import Mathlib

open Matrix Filter Topology Set

namespace SingletTripletGap

noncomputable section
```

The matrix is real because the orbitals are real. Its first component is the excitation amplitude and its second the de-excitation amplitude.

```lean
/-- The Bethe-Salpeter matrix of one real-orbital transition, with resonant element `A` and
coupling `B` between excitation and de-excitation. -/
def bseMatrix (A B : ℝ) : Matrix (Fin 2) (Fin 2) ℝ := !![A, B; -B, -A]
```

The function `energy` is the quantity often written $\Omega$.

```lean
/-- The excitation energy `√(A² - B²)` of one transition, for `|B| ≤ A`. -/
def energy (A B : ℝ) : ℝ := √(A ^ 2 - B ^ 2)
```

The two gaps use the same resonant elements and differ only in the second argument of `energy`. The Tamm-Dancoff value $2K$ is thus left to be proved.

```lean
/-- The full singlet-triplet gap: the singlet has `A = a + 2K`, `B = K`, and the triplet has
`A = a`, `B = -K`. -/
def fullGap (K a : ℝ) : ℝ := energy (a + 2 * K) K - energy a (-K)

/-- The Tamm-Dancoff singlet-triplet gap: the same two resonant elements with the coupling `B`
set to zero. -/
def tdaGap (K a : ℝ) : ℝ := energy (a + 2 * K) 0 - energy a 0
```

The name `strength` stands for the ratio $x$ of the derivation; it is not an oscillator strength.

```lean
/-- The dimensionless exchange strength `2K / (a + K)`, for `a + K ≠ 0`. -/
def strength (K a : ℝ) : ℝ := 2 * K / (a + K)
```

## The positive eigenvalue

The next theorem ties `energy` to the matrix. For $w>0$, there is a nonzero real vector $v$ with $Mv=wv$, where $M$ is `bseMatrix A B`, exactly when $w=\sqrt{A^2-B^2}$. Here $v$ holds the two amplitudes and is not the empty orbital. For $a>K>0$ both the singlet and the triplet energy are positive, so `fullGap` is a difference of two such eigenvalues.

```lean
/-- A positive number is an eigenvalue of the Bethe-Salpeter matrix exactly when it equals the
excitation energy `√(A² - B²)`. -/
theorem eigenvalue_iff (A B : ℝ) {w : ℝ} (hw : 0 < w) :
    (∃ v : Fin 2 → ℝ, v ≠ 0 ∧ bseMatrix A B *ᵥ v = w • v) ↔ w = energy A B := by
  -- move the eigenvalue to the left and use the determinant
  have key : ∀ v : Fin 2 → ℝ, bseMatrix A B *ᵥ v = w • v ↔
      !![A - w, B; -B, -A - w] *ᵥ v = 0 := by
    intro v
    simp only [bseMatrix, funext_iff, Fin.forall_fin_two, Matrix.mulVec, dotProduct,
      Fin.sum_univ_two, Matrix.of_apply, Matrix.cons_val_zero, Matrix.cons_val_one,
      Pi.smul_apply, Pi.zero_apply, smul_eq_mul]
    constructor <;> rintro ⟨h0, h1⟩ <;> constructor <;> linarith
  simp only [key]
  rw [Matrix.exists_mulVec_eq_zero_iff, Matrix.det_fin_two_of]
  constructor
  · intro h
    rw [energy, show A ^ 2 - B ^ 2 = w ^ 2 by linear_combination -h, Real.sqrt_sq hw.le]
  · intro h
    rw [energy] at h
    have hp : 0 < A ^ 2 - B ^ 2 := by
      rw [h] at hw
      exact Real.sqrt_pos.1 hw
    have hs := Real.sq_sqrt hp.le
    rw [← h] at hs
    linear_combination hs
```

The step `key` moves $wv$ to the left-hand side. A nonzero solution then exists exactly when the determinant vanishes, which is the quadratic equation above. In one direction the square root of $w^2$ is taken, using $w>0$. In the other, $w>0$ forces $A^2-B^2>0$, and the equation $w=\sqrt{A^2-B^2}$ can be squared.

## The Tamm-Dancoff gap and the closed form

With $B=0$ the energy of a nonnegative $A$ is $A$ itself, and the subtraction gives $2K$. This holds for all nonnegative $a$ and $K$, without the stability condition.

```lean
/-- For nonnegative `a` and `K` the Tamm-Dancoff gap is `2K`. -/
theorem tdaGap_eq {K a : ℝ} (hK : 0 ≤ K) (ha : 0 ≤ a) : tdaGap K a = 2 * K := by
  have h : ∀ x : ℝ, 0 ≤ x → energy x 0 = x := by
    intro x hx
    rw [energy, show x ^ 2 - (0 : ℝ) ^ 2 = x ^ 2 by ring, Real.sqrt_sq hx]
  rw [tdaGap, h _ (by positivity), h _ ha]
  ring
```

The inequality $0<x<1$ is where $K<a$ enters: it says $2K<a+K$.

```lean
/-- For `0 < K < a` the exchange strength lies strictly between 0 and 1. -/
theorem strength_mem {K a : ℝ} (hK : 0 < K) (ha : K < a) :
    0 < strength K a ∧ strength K a < 1 := by
  have hq : 0 < a + K := by linarith
  exact ⟨div_pos (by linarith) hq, (div_lt_one hq).2 (by linarith)⟩
```

The closed form is stated for the square of the gap, together with the positivity that lets one return to the gap itself.

```lean
/-- For `0 < K < a` the full gap is positive, and its square is `8K² / (1 + √(1 - x²))` with
`x` the exchange strength. -/
theorem fullGap_closed_form {K a : ℝ} (hK : 0 < K) (ha : K < a) :
    0 < fullGap K a ∧
      fullGap K a ^ 2 = 8 * K ^ 2 / (1 + √(1 - strength K a ^ 2)) := by
  obtain ⟨hx0, hx1⟩ := strength_mem hK ha
  have hq : a + K ≠ 0 := by linarith
  have hT0 : 0 ≤ a ^ 2 - (-K) ^ 2 := by nlinarith
  have hS0 : 0 ≤ (a + 2 * K) ^ 2 - K ^ 2 := by nlinarith
  refine ⟨sub_pos.2 (Real.sqrt_lt_sqrt hT0 (by nlinarith)), ?_⟩
  have hS := Real.sq_sqrt hS0
  have hT := Real.sq_sqrt hT0
  have hr := Real.sq_sqrt (show 0 ≤ 1 - strength K a ^ 2 by nlinarith)
  have hx : strength K a * (a + K) = 2 * K := div_mul_cancel₀ _ hq
  have hr0 := Real.sqrt_nonneg (1 - strength K a ^ 2)
  rw [eq_div_iff (by positivity), fullGap, energy, energy]
  have hS1 := Real.sqrt_nonneg ((a + 2 * K) ^ 2 - K ^ 2)
  have hT1 := Real.sqrt_nonneg (a ^ 2 - (-K) ^ 2)
  set S := √((a + 2 * K) ^ 2 - K ^ 2)
  set T := √(a ^ 2 - (-K) ^ 2)
  set r := √(1 - strength K a ^ 2)
  have hqr : (a + K) ^ 2 * r ^ 2 = (a + K) ^ 2 - 4 * K ^ 2 := by
    linear_combination (a + K) ^ 2 * hr - (strength K a * (a + K) + 2 * K) * hx
  -- the product of the singlet and triplet energies
  have hST : S * T = (a + K) ^ 2 * r := by
    refine (sq_eq_sq₀ (by positivity) (by positivity)).1 ?_
    linear_combination T ^ 2 * hS + ((a + 2 * K) ^ 2 - K ^ 2) * hT - (a + K) ^ 2 * hqr
  linear_combination (1 + r) * (hS + hT - 2 * hST) - 2 * hqr
```

Positivity holds because the singlet has the larger number under its root. The letters `S`, `T` and `r` are those of the derivation. The step `hqr` is $q^2r^2=q^2-4K^2$, and `hST` is the product $ST=q^2r$, proved by comparing the squares of two nonnegative numbers. The last line combines these into $(S-T)^2(1+r)=8K^2$.

## Bounds and monotonicity

Both bounds are proved for the squares, where $0<r<1$ places $8K^2/(1+r)$ between $4K^2$ and $8K^2$.

```lean
/-- For `0 < K < a` the full gap lies strictly between `2K` and `2√2 K`. -/
theorem fullGap_bounds {K a : ℝ} (hK : 0 < K) (ha : K < a) :
    2 * K < fullGap K a ∧ fullGap K a < 2 * √2 * K := by
  obtain ⟨hx0, hx1⟩ := strength_mem hK ha
  obtain ⟨hg, hsq⟩ := fullGap_closed_form hK ha
  have hr0 : 0 < √(1 - strength K a ^ 2) := Real.sqrt_pos.2 (by nlinarith)
  have hr1 : √(1 - strength K a ^ 2) < 1 := (Real.sqrt_lt' one_pos).2 (by nlinarith)
  have hK2 : 0 < K ^ 2 := by positivity
  have h2 : √2 ^ 2 = (2 : ℝ) := Real.sq_sqrt (by norm_num)
  constructor
  · refine lt_of_pow_lt_pow_left₀ 2 hg.le ?_
    rw [hsq, lt_div_iff₀ (by positivity)]
    nlinarith [mul_pos hK2 (sub_pos.2 hr1)]
  · refine lt_of_pow_lt_pow_left₀ 2 (by positivity) ?_
    rw [hsq, div_lt_iff₀ (by positivity),
      show (2 * √2 * K) ^ 2 = 8 * K ^ 2 by linear_combination 4 * K ^ 2 * h2]
    nlinarith [mul_pos hK2 hr0]
```

`StrictAntiOn (fullGap K) (Ioi K)` says that for $K<a<b$ the gap at $b$ is smaller than the gap at $a$. The proof follows the chain from $a$ to $x$, then to $r$, then to the squared gap.

```lean
/-- For `K > 0` the full gap strictly decreases as `a` grows beyond `K`. -/
theorem fullGap_strictAntiOn {K : ℝ} (hK : 0 < K) : StrictAntiOn (fullGap K) (Ioi K) := by
  intro a ha b hb hab
  rw [mem_Ioi] at ha hb
  obtain ⟨hga, hsa⟩ := fullGap_closed_form hK ha
  obtain ⟨-, hsb⟩ := fullGap_closed_form hK hb
  obtain ⟨ha0, ha1⟩ := strength_mem hK ha
  obtain ⟨hb0, -⟩ := strength_mem hK hb
  -- a larger `a` weakens the exchange strength
  have hx : strength K b < strength K a :=
    div_lt_div_of_pos_left (by linarith) (by linarith) (by linarith)
  have hr : √(1 - strength K a ^ 2) < √(1 - strength K b ^ 2) :=
    Real.sqrt_lt_sqrt (by nlinarith) (by nlinarith)
  refine lt_of_pow_lt_pow_left₀ 2 hga.le ?_
  rw [hsa, hsb]
  exact div_lt_div_of_pos_left (by positivity) (by positivity) (by linarith)
```

## The two limits

Continuity is stated for every real $a$. Where the number under a root is negative, Lean's square root is zero, so there the function has no physical meaning.

```lean
/-- The full gap depends continuously on `a`. -/
theorem fullGap_continuous (K : ℝ) : Continuous (fullGap K) := by
  unfold fullGap energy
  fun_prop
```

In the limits, `𝓝[>] K` means that $a$ approaches $K$ from above, and `atTop` that $a$ grows without bound.

```lean
/-- For `K > 0` the full gap tends to `2√2 K` as `a` decreases to `K`, and to `2K` as `a` grows
without bound. -/
theorem fullGap_limits {K : ℝ} (hK : 0 < K) :
    Tendsto (fullGap K) (𝓝[>] K) (𝓝 (2 * √2 * K)) ∧
      Tendsto (fullGap K) atTop (𝓝 (2 * K)) := by
  constructor
  · have h2 : √2 ^ 2 = (2 : ℝ) := Real.sq_sqrt (by norm_num)
    have hv : fullGap K K = 2 * √2 * K := by
      rw [fullGap, energy, energy, show K ^ 2 - (-K) ^ 2 = 0 by ring, Real.sqrt_zero, sub_zero,
        show (K + 2 * K) ^ 2 - K ^ 2 = (2 * √2 * K) ^ 2 by linear_combination -4 * K ^ 2 * h2,
        Real.sqrt_sq (by positivity)]
    rw [← hv]
    exact ((fullGap_continuous K).tendsto K).mono_left nhdsWithin_le_nhds
  · -- the exchange strength vanishes, and the closed form is continuous in it
    have hx : Tendsto (strength K) atTop (𝓝 0) :=
      Tendsto.div_atTop tendsto_const_nhds (tendsto_atTop_add_const_right _ K tendsto_id)
    have hF : Continuous fun x : ℝ => √(8 * K ^ 2 / (1 + √(1 - x ^ 2))) :=
      Real.continuous_sqrt.comp
        (continuous_const.div (by fun_prop) (fun x => by positivity))
    have h0 : √(8 * K ^ 2 / (1 + √(1 - (0 : ℝ) ^ 2))) = 2 * K := by
      rw [show (1 : ℝ) - 0 ^ 2 = 1 by norm_num, Real.sqrt_one,
        show 8 * K ^ 2 / (1 + 1) = (2 * K) ^ 2 by ring, Real.sqrt_sq (by positivity)]
    have hlim := (hF.tendsto 0).comp hx
    rw [h0] at hlim
    refine hlim.congr' ?_
    filter_upwards [eventually_gt_atTop K] with a ha
    obtain ⟨hg, hsq⟩ := fullGap_closed_form hK ha
    rw [Function.comp_apply, ← hsq, Real.sqrt_sq hg.le]
```

For the first limit the gap is evaluated at $a=K$, and continuity does the rest. For the second, `hx` shows that $x\to0$, and `hF` that the root of the closed form is continuous in $x$. Its value at $x=0$ is $2K$. Since this root equals the gap for all $a>K$, the two have the same limit.

## The combined theorem and the range of the gap

For fixed $K>0$ the main theorem has four parts: the full gap exceeds the Tamm-Dancoff gap for every $a>K$, it strictly decreases there, and it has the two stated limits. The first part follows from the lower bound once the Tamm-Dancoff gap is replaced by $2K$.

```lean
/-- For `K > 0` and `a > K` the full singlet-triplet gap exceeds the Tamm-Dancoff gap and strictly
decreases in `a`; it tends to `2√2 K` as `a` decreases to `K` and to `2K` as `a` grows. -/
theorem singlet_triplet_gap {K : ℝ} (hK : 0 < K) :
    (∀ a, K < a → tdaGap K a < fullGap K a) ∧
      StrictAntiOn (fullGap K) (Ioi K) ∧
      Tendsto (fullGap K) (𝓝[>] K) (𝓝 (2 * √2 * K)) ∧
      Tendsto (fullGap K) atTop (𝓝 (2 * K)) := by
  refine ⟨fun a ha => ?_, fullGap_strictAntiOn hK, fullGap_limits hK⟩
  rw [tdaGap_eq hK.le (hK.trans ha).le]
  exact (fullGap_bounds hK ha).1
```

The last theorem describes the set of values. The image of all $a>K$ under `fullGap K` is the open interval from $2K$ to $2\sqrt2\,K$, so neither bound can be improved and neither is reached. One inclusion is the pair of bounds. The other is the intermediate value theorem on the half-line $a>K$, applied between the limit at infinity and the limit at $K$.

```lean
/-- For `K > 0` the values taken by the full gap over all `a > K` are exactly the numbers strictly
between `2K` and `2√2 K`. -/
theorem fullGap_range {K : ℝ} (hK : 0 < K) :
    fullGap K '' Ioi K = Ioo (2 * K) (2 * √2 * K) := by
  apply Subset.antisymm
  · rintro _ ⟨a, ha, rfl⟩
    exact fullGap_bounds hK ha
  · -- intermediate values between the two limits
    exact isPreconnected_Ioi.intermediate_value_Ioo
      (le_principal_iff.2 (Ioi_mem_atTop K)) (le_principal_iff.2 self_mem_nhdsWithin)
      (fullGap_continuous K).continuousOn (fullGap_limits hK).2 (fullGap_limits hK).1

end

end SingletTripletGap
```

```lean
#print axioms SingletTripletGap.eigenvalue_iff
-- 'SingletTripletGap.eigenvalue_iff' depends on axioms: [propext, Classical.choice, Quot.sound]
#print axioms SingletTripletGap.singlet_triplet_gap
-- 'SingletTripletGap.singlet_triplet_gap' depends on axioms: [propext, Classical.choice, Quot.sound]
#print axioms SingletTripletGap.fullGap_range
-- 'SingletTripletGap.fullGap_range' depends on axioms: [propext, Classical.choice, Quot.sound]
```
